# The $d_{xy}$ bands of a cubic perovskite with only nearest-neighbour p–d hopping: all flat along $k_z$, the top one with $k_x$-curvature $2t^2/D$ at the zone centre for $D>0$

To estimate the effective mass at the bottom of a $d_{xy}$ conduction band in a cubic perovskite, I take a p–d hopping $t$ and a p–d level separation $D>0$, and convert the band curvature $2t^2/D$, taken with wavevectors in units of $1/a$, into $m^*=\hbar^2D/(2t^2a^2)$, where $a$ is the lattice constant. The curvature comes from a four-orbital model: $d_{xy}$ at energy $D$ and three oxygen p orbitals at energy 0, with couplings $2it\sin(k_x/2)$, $2it\sin(k_y/2)$ and 0. Its energies should be 0 twice and

$$E_\pm=\frac D2\pm\sqrt{\frac{D^2}{4}+4t^2\left(\sin^2\frac{k_x}{2}+\sin^2\frac{k_y}{2}\right)},$$

whatever $k_z$ is. Can this be proved in Lean, starting from the Slater–Koster integrals instead of from the sines?

## From direction cosines to the band curvature

Yes. Measure wavevectors in units of $1/a$. For a bond with direction cosines $(l,m,n)$ pointing from the p orbital to the d orbital, the Slater–Koster integrals with $d_{xy}$ are

$$\begin{aligned}
p_x&:\ \sqrt3\,l^2m\,V_{pd\sigma}+m(1-2l^2)V_{pd\pi},\\
p_y&:\ \sqrt3\,m^2l\,V_{pd\sigma}+l(1-2m^2)V_{pd\pi},\\
p_z&:\ lmn(\sqrt3\,V_{pd\sigma}-2V_{pd\pi}).
\end{aligned}$$

Here $V_{pd\sigma}$ and $V_{pd\pi}$ are the hopping amplitudes for orbitals with zero and one unit of angular momentum about the bond.

An oxygen on the x bond has metal neighbours at $\pm\tfrac12$ along x. For $p_y$ the integrals are $V_{pd\pi}$ at $l=1$ and $-V_{pd\pi}$ at $l=-1$. With $t=V_{pd\pi}$, the Bloch sum is

$$g=t\left(e^{ik_x/2}-e^{-ik_x/2}\right)=2it\,s_x,\qquad s_x=\sin\frac{k_x}{2}.$$

In the same way, $p_x$ on the y bond gives $h=2it\,s_y$ with $s_y=\sin(k_y/2)$. On the z bond $l=m=0$, so all three integrals vanish.

Since $g$ and $h$ are imaginary, $\bar g=-g$ and $\bar h=-h$. In the order $d_{xy}$, $p_y$ (x bond), $p_x$ (y bond), $p_x$ (z bond),

$$H=\begin{pmatrix}D&-g&-h&0\\ g&0&0&0\\ h&0&0&0\\ 0&0&0&0\end{pmatrix}.$$

Expanding the determinant gives

$$\det(X-H)=X^2\left[X(X-D)+g^2+h^2\right]=X^2\left[X^2-DX-4t^2(s_x^2+s_y^2)\right].$$

The bracket has roots with sum $D$ and product $-4t^2(s_x^2+s_y^2)$. These are $E_+$ and $E_-$.

For a zero-energy vector $v=(v_0,v_1,v_2,v_3)$, the rows of $Hv=0$ read

$$Dv_0-gv_1-hv_2=0,\qquad gv_0=0,\qquad hv_0=0.$$

Multiply them by $v_0$, $v_1$ and $v_2$ and add: $Dv_0^2=0$. If $D\ne0$, then $v_0=0$, and if also $t\neq0$, the first row leaves $s_xv_1+s_yv_2=0$. When $s_x$ and $s_y$ are not both zero, an orthonormal pair of such states is $(0,s_y,-s_x,0)/\sqrt{s_x^2+s_y^2}$ and $(0,0,0,1)$.

For the curvature, write $R$ for the square root in $E_\pm$. It is positive everywhere when $D>0$. Since $s_x^2$ has $k_x$-derivative $\tfrac12\sin k_x$,

$$\frac{\partial E_+}{\partial k_x}=\frac{1}{2R}\cdot4t^2\cdot\frac{\sin k_x}{2}=\frac{t^2\sin k_x}{R},$$

$$\frac{\partial^2E_+}{\partial k_x^2}=\frac{t^2\cos k_x}{R}-\frac{t^2\sin k_x}{R^2}\frac{\partial R}{\partial k_x}.$$

At $k_x=0$ the second term vanishes and $t^2/R$ remains. At $k_y=0$ as well, $R=D/2$, and the curvature is $2t^2/D$.

## The model and its bands in Lean

```lean
import Mathlib

open Matrix Polynomial ComplexConjugate
open Complex (I)

namespace PerovskiteDxyBands

noncomputable section

/-- Slater-Koster integrals between `p_x, p_y, p_z` (entries 0, 1, 2) and `d_xy`, for a bond
with direction cosines `u` pointing from the p orbital to the d orbital. -/
def slaterKoster (Vs Vp : ℝ) (u : Fin 3 → ℝ) : Fin 3 → ℝ :=
  ![√3 * u 0 ^ 2 * u 1 * Vs + u 1 * (1 - 2 * u 0 ^ 2) * Vp,
    √3 * u 1 ^ 2 * u 0 * Vs + u 0 * (1 - 2 * u 1 ^ 2) * Vp,
    u 0 * u 1 * u 2 * (√3 * Vs - 2 * Vp)]

/-- Bloch sum of the coupling between orbital `p_b` of the oxygen on the bond along axis `a` and
the `d_xy` orbitals of its two metal neighbours, half a lattice constant away on either side. -/
def blochCoupling (Vs Vp : ℝ) (k : Fin 3 → ℝ) (a b : Fin 3) : ℂ :=
  Complex.exp (((k a / 2 : ℝ) : ℂ) * I) * (slaterKoster Vs Vp (Pi.single a 1) b : ℂ) +
  Complex.exp (-(((k a / 2 : ℝ) : ℂ) * I)) * (slaterKoster Vs Vp (-Pi.single a 1) b : ℂ)

/-- Bloch Hamiltonian of `d_xy` at energy `D` and three oxygen orbitals at energy zero:
`p_y` on the x bond, `p_x` on the y bond and `p_x` on the z bond. -/
def hamiltonian (D Vs Vp : ℝ) (k : Fin 3 → ℝ) : Matrix (Fin 4) (Fin 4) ℂ :=
  !![(D : ℂ), conj (blochCoupling Vs Vp k 0 1), conj (blochCoupling Vs Vp k 1 0),
      conj (blochCoupling Vs Vp k 2 0);
    blochCoupling Vs Vp k 0 1, 0, 0, 0;
    blochCoupling Vs Vp k 1 0, 0, 0, 0;
    blochCoupling Vs Vp k 2 0, 0, 0, 0]

/-- Half the energy separation of the two dispersive bands. -/
def halfSplitting (D t kx ky : ℝ) : ℝ :=
  √(D ^ 2 / 4 + 4 * t ^ 2 * (Real.sin (kx / 2) ^ 2 + Real.sin (ky / 2) ^ 2))

/-- The upper dispersive band. -/
def topBand (D t kx ky : ℝ) : ℝ := D / 2 + halfSplitting D t kx ky

/-- The lower dispersive band. -/
def bottomBand (D t kx ky : ℝ) : ℝ := D / 2 - halfSplitting D t kx ky

/-- The Bloch sums on the x and y bonds are `2i V_pdπ sin(kx/2)` and `2i V_pdπ sin(ky/2)`;
on the z bond `d_xy` couples to none of the three p orbitals. -/
theorem blochCoupling_eq (Vs Vp : ℝ) (k : Fin 3 → ℝ) :
    blochCoupling Vs Vp k 0 1 = 2 * I * (Vp : ℂ) * (Real.sin (k 0 / 2) : ℂ) ∧
    blochCoupling Vs Vp k 1 0 = 2 * I * (Vp : ℂ) * (Real.sin (k 1 / 2) : ℂ) ∧
    ∀ b, blochCoupling Vs Vp k 2 b = 0 := by
  -- the two neighbours enter with opposite signs, so the phases combine to a sine
  have h (x : ℝ) : Complex.exp ((x : ℂ) * I) - Complex.exp (-((x : ℂ) * I))
      = 2 * I * (Real.sin x : ℂ) := by
    rw [← neg_mul, Complex.exp_mul_I, Complex.exp_mul_I, Complex.cos_neg, Complex.sin_neg,
      Complex.ofReal_sin]
    ring
  refine ⟨?_, ?_, fun b => ?_⟩
  · have h1 : slaterKoster Vs Vp (Pi.single 0 1) 1 = Vp := by simp [slaterKoster]
    have h2 : slaterKoster Vs Vp (-Pi.single 0 1) 1 = -Vp := by simp [slaterKoster]
    rw [blochCoupling, h1, h2, Complex.ofReal_neg]
    linear_combination (Vp : ℂ) * h (k 0 / 2)
  · have h1 : slaterKoster Vs Vp (Pi.single 1 1) 0 = Vp := by simp [slaterKoster]
    have h2 : slaterKoster Vs Vp (-Pi.single 1 1) 0 = -Vp := by simp [slaterKoster]
    rw [blochCoupling, h1, h2, Complex.ofReal_neg]
    linear_combination (Vp : ℂ) * h (k 1 / 2)
  · fin_cases b <;> simp [blochCoupling, slaterKoster]

/-- The Bloch Hamiltonian is Hermitian. -/
theorem hamiltonian_isHermitian (D Vs Vp : ℝ) (k : Fin 3 → ℝ) :
    (hamiltonian D Vs Vp k).IsHermitian := by
  unfold Matrix.IsHermitian
  ext i j
  fin_cases i <;> fin_cases j <;> simp [hamiltonian, Matrix.conjTranspose_apply]

/-- The Hamiltonian written out with its sine couplings. -/
theorem hamiltonian_eq (D Vs Vp : ℝ) (k : Fin 3 → ℝ) :
    hamiltonian D Vs Vp k =
      !![(D : ℂ), -(2 * I * (Vp : ℂ) * (Real.sin (k 0 / 2) : ℂ)),
          -(2 * I * (Vp : ℂ) * (Real.sin (k 1 / 2) : ℂ)), 0;
        2 * I * (Vp : ℂ) * (Real.sin (k 0 / 2) : ℂ), 0, 0, 0;
        2 * I * (Vp : ℂ) * (Real.sin (k 1 / 2) : ℂ), 0, 0, 0;
        0, 0, 0, 0] := by
  have hc (a b : ℝ) : conj (2 * I * (a : ℂ) * (b : ℂ)) = -(2 * I * (a : ℂ) * (b : ℂ)) := by
    rw [map_mul, map_mul, map_mul, Complex.conj_I, Complex.conj_ofReal, Complex.conj_ofReal,
      map_ofNat]
    ring
  obtain ⟨hx, hy, hz⟩ := blochCoupling_eq Vs Vp k
  rw [hamiltonian, hx, hy, hz, hc, hc, map_zero]

/-- Determinant of a matrix in which one orbital couples to three degenerate orbitals that do
not couple among themselves. -/
theorem det_arrow {R : Type*} [CommRing R] (y x a b c a' b' c' : R) :
    (!![y, a, b, c; a', x, 0, 0; b', 0, x, 0; c', 0, 0, x]).det
      = x ^ 2 * (x * y - a * a' - b * b' - c * c') := by
  simp [Matrix.det_succ_row_zero, Fin.sum_univ_succ, Fin.succAbove]
  ring

/-- The eigenvalues, counted with multiplicity, are zero twice and the two dispersive bands
with `t = V_pdπ`; neither `kz` nor `V_pdσ` enters. -/
theorem charpoly_hamiltonian (D Vs Vp : ℝ) (k : Fin 3 → ℝ) :
    (hamiltonian D Vs Vp k).charpoly =
      X ^ 2 * (X - C (topBand D Vp (k 0) (k 1) : ℂ)) *
        (X - C (bottomBand D Vp (k 0) (k 1) : ℂ)) := by
  rw [hamiltonian_eq]
  set sx := Real.sin (k 0 / 2) with hsx
  set sy := Real.sin (k 1 / 2) with hsy
  set p := topBand D Vp (k 0) (k 1) with hp
  set m := bottomBand D Vp (k 0) (k 1) with hm
  -- sum and product of the two dispersive energies
  have hsum : D = p + m := by rw [hp, hm, topBand, bottomBand]; ring
  have hprod : p * m = -(4 * Vp ^ 2 * (sx ^ 2 + sy ^ 2)) := by
    have hq : halfSplitting D Vp (k 0) (k 1) ^ 2
        = D ^ 2 / 4 + 4 * Vp ^ 2 * (sx ^ 2 + sy ^ 2) := Real.sq_sqrt (by positivity)
    rw [hp, hm, topBand, bottomBand]
    linear_combination -hq
  have hprod' : (p : ℂ) * (m : ℂ) = -(4 * (Vp : ℂ) ^ 2 * ((sx : ℂ) ^ 2 + (sy : ℂ) ^ 2)) := by
    exact_mod_cast hprod
  have e1 : (C (D : ℂ) : ℂ[X]) = C (p : ℂ) + C (m : ℂ) := by
    rw [← C_add, ← Complex.ofReal_add, ← hsum]
  generalize hg : 2 * I * (Vp : ℂ) * (sx : ℂ) = g
  generalize hh : 2 * I * (Vp : ℂ) * (sy : ℂ) = h
  have e2 : (C g * C g + C h * C h : ℂ[X]) = C (p : ℂ) * C (m : ℂ) := by
    rw [← C_mul, ← C_mul, ← C_mul, ← C_add]
    congr 1
    rw [← hg, ← hh]
    linear_combination
      4 * (Vp : ℂ) ^ 2 * ((sx : ℂ) ^ 2 + (sy : ℂ) ^ 2) * Complex.I_sq - hprod'
  have hmat : (!![(D : ℂ), -g, -h, 0; g, 0, 0, 0; h, 0, 0, 0; 0, 0, 0, 0]).charmatrix
      = !![X - C (D : ℂ), C g, C h, 0; -C g, X, 0, 0; -C h, 0, X, 0; 0, 0, 0, X] := by
    refine Matrix.ext fun i j => ?_
    fin_cases i <;> fin_cases j <;> simp
  rw [Matrix.charpoly, hmat, det_arrow, e1]
  linear_combination X ^ 2 * e2

/-- For nonzero `D` and `V_pdπ`, the zero-energy states are exactly those with no d amplitude whose
oxygen contributions at the metal site sum to zero. -/
theorem zero_energy_iff {D Vp : ℝ} (hD : D ≠ 0) (hV : Vp ≠ 0) (Vs : ℝ) (k : Fin 3 → ℝ)
    (v : Fin 4 → ℂ) :
    hamiltonian D Vs Vp k *ᵥ v = 0 ↔
      v 0 = 0 ∧ (Real.sin (k 0 / 2) : ℂ) * v 1 + (Real.sin (k 1 / 2) : ℂ) * v 2 = 0 := by
  rw [hamiltonian_eq]
  generalize Real.sin (k 0 / 2) = sx
  generalize Real.sin (k 1 / 2) = sy
  have hm : !![(D : ℂ), -(2 * I * (Vp : ℂ) * (sx : ℂ)), -(2 * I * (Vp : ℂ) * (sy : ℂ)), 0;
        2 * I * (Vp : ℂ) * (sx : ℂ), 0, 0, 0; 2 * I * (Vp : ℂ) * (sy : ℂ), 0, 0, 0;
        0, 0, 0, 0] *ᵥ v
      = ![D * v 0 - 2 * I * Vp * (sx * v 1 + sy * v 2), 2 * I * Vp * sx * v 0,
          2 * I * Vp * sy * v 0, 0] := by
    ext i
    fin_cases i <;> simp [Matrix.mulVec, dotProduct, Fin.sum_univ_four]
    ring
  rw [hm]
  constructor
  · intro h
    have h0 : D * v 0 - 2 * I * Vp * (sx * v 1 + sy * v 2) = 0 := congrFun h 0
    have h1 : 2 * I * Vp * sx * v 0 = 0 := congrFun h 1
    have h2 : 2 * I * Vp * sy * v 0 = 0 := congrFun h 2
    -- the oxygen rows remove the coupling from the d row
    have h3 : (D : ℂ) * v 0 ^ 2 = 0 := by
      linear_combination v 0 * h0 + v 1 * h1 + v 2 * h2
    have hv : v 0 = 0 := (pow_eq_zero_iff two_ne_zero).mp
      ((mul_eq_zero.mp h3).resolve_left (Complex.ofReal_ne_zero.mpr hD))
    have h4 : 2 * I * (Vp : ℂ) * (sx * v 1 + sy * v 2) = 0 := by
      linear_combination (D : ℂ) * hv - h0
    exact ⟨hv, (mul_eq_zero.mp h4).resolve_left
      (mul_ne_zero (mul_ne_zero two_ne_zero Complex.I_ne_zero)
        (Complex.ofReal_ne_zero.mpr hV))⟩
  · rintro ⟨ha, hb⟩
    rw [ha, hb]
    ext i
    fin_cases i <;> simp

/-- For `D > 0` the top band has slope `t² sin(kx)` divided by half the band separation. -/
theorem hasDerivAt_topBand {D : ℝ} (hD : 0 < D) (t kx ky : ℝ) :
    HasDerivAt (fun x => topBand D t x ky)
      (t ^ 2 * Real.sin kx / halfSplitting D t kx ky) kx := by
  have hpos : 0 < D ^ 2 / 4 + 4 * t ^ 2 * (Real.sin (kx / 2) ^ 2 + Real.sin (ky / 2) ^ 2) := by
    positivity
  have hr := Real.sqrt_pos.mpr hpos
  have h1 : HasDerivAt (fun x : ℝ => Real.sin (x / 2)) (Real.cos (kx / 2) * (1 / 2)) kx :=
    ((hasDerivAt_id' kx).div_const 2).sin
  have h2 := (((h1.fun_pow 2).add_const (Real.sin (ky / 2) ^ 2)).const_mul
    (4 * t ^ 2)).const_add (D ^ 2 / 4)
  have hs : Real.sin kx = 2 * Real.sin (kx / 2) * Real.cos (kx / 2) := by
    rw [← Real.sin_two_mul]
    congr 1
    ring
  refine ((h2.sqrt hpos.ne').const_add (D / 2)).congr_deriv ?_
  rw [halfSplitting, hs, div_eq_div_iff (mul_pos two_pos hr).ne' hr.ne']
  push_cast
  ring

/-- For `D > 0` the `kx`-curvature of the top band on the line `kx = 0` is `t²` divided by half
the band separation there. -/
theorem topBand_curvature {D : ℝ} (hD : 0 < D) (t ky : ℝ) :
    HasDerivAt (deriv fun x => topBand D t x ky) (t ^ 2 / halfSplitting D t 0 ky) 0 := by
  have hR : halfSplitting D t 0 ky ≠ 0 := (Real.sqrt_pos.mpr (by positivity)).ne'
  have hd : (deriv fun x => topBand D t x ky)
      = fun x => t ^ 2 * Real.sin x / halfSplitting D t x ky :=
    funext fun x => (hasDerivAt_topBand hD t x ky).deriv
  have hS : HasDerivAt (fun x => halfSplitting D t x ky)
      (t ^ 2 * Real.sin 0 / halfSplitting D t 0 ky) 0 := by
    have h := (hasDerivAt_topBand hD t 0 ky).sub_const (D / 2)
    have he : (fun x => halfSplitting D t x ky) = fun x => topBand D t x ky - D / 2 := by
      funext x
      rw [topBand]
      ring
    rw [he]
    exact h
  rw [hd]
  refine (((Real.hasDerivAt_sin 0).const_mul (t ^ 2)).fun_div hS hR).congr_deriv ?_
  simp only [Real.cos_zero, Real.sin_zero, mul_zero, sub_zero, mul_one, zero_div]
  rw [div_eq_div_iff (pow_ne_zero 2 hR) hR]
  ring

/-- For `D > 0` the `kx`-curvature of the top band at the zone centre is `2t²/D`. -/
theorem topBand_curvature_zone_centre {D : ℝ} (hD : 0 < D) (t : ℝ) :
    HasDerivAt (deriv fun x => topBand D t x 0) (2 * t ^ 2 / D) 0 := by
  have h : halfSplitting D t 0 0 = D / 2 := by
    have e : D ^ 2 / 4 + 4 * t ^ 2 * (Real.sin (0 / 2) ^ 2 + Real.sin (0 / 2) ^ 2)
        = (D / 2) ^ 2 := by
      rw [zero_div, Real.sin_zero]
      ring
    rw [halfSplitting, e, Real.sqrt_sq (by positivity)]
  refine (topBand_curvature hD t 0).congr_deriv ?_
  rw [h, div_div_eq_mul_div, mul_comm]

end

end PerovskiteDxyBands
```

```lean
#print axioms PerovskiteDxyBands.hamiltonian_isHermitian
#print axioms PerovskiteDxyBands.charpoly_hamiltonian
#print axioms PerovskiteDxyBands.zero_energy_iff
#print axioms PerovskiteDxyBands.topBand_curvature_zone_centre
```

```
'PerovskiteDxyBands.hamiltonian_isHermitian' depends on axioms: [propext, Classical.choice, Quot.sound]
'PerovskiteDxyBands.charpoly_hamiltonian' depends on axioms: [propext, Classical.choice, Quot.sound]
'PerovskiteDxyBands.zero_energy_iff' depends on axioms: [propext, Classical.choice, Quot.sound]
'PerovskiteDxyBands.topBand_curvature_zone_centre' depends on axioms: [propext, Classical.choice, Quot.sound]
```

## What the theorems say about the crystal

The real numbers `Vs` and `Vp` are $V_{pd\sigma}$ and $V_{pd\pi}$, and `k 0`, `k 1`, `k 2` are $k_x,k_y,k_z$. In `blochCoupling Vs Vp k a b`, the index `a` names the bond axis and `b` the p orbital, so `0 1` means $p_y$ on the x bond. The `hamiltonian` is built from these Bloch sums, and `blochCoupling_eq` derives the sines. The Slater–Koster formulas themselves enter as a definition and are not derived from orbital integrals.

`charpoly_hamiltonian` holds for all real $D$, `Vs`, `Vp` and all $k$. It factorises the characteristic polynomial, which gives the eigenvalues with multiplicity. Neither `k 2` nor `Vs` appears on the right-hand side. Where $s_x=s_y=0$, one of $E_\pm$ is itself zero, so zero is then at least a triple root.

`zero_energy_iff` assumes that $D$ and $V_{pd\pi}$ are nonzero: the levels are separated and the hopping is present. It then characterises every solution of $Hv=0$, including the zero vector, as having no d amplitude and oxygen contributions that cancel at the metal site.

The derivative theorems assume $D>0$, so the d level lies above the p level. `topBand_curvature` says that the function $\partial E_+/\partial k_x$ has derivative $t^2/R$ at $k_x=0$, for any $k_y$; `topBand_curvature_zone_centre` is the case $k_y=0$. At $D=0$ and $t\neq0$ the top band on the line $k_y=0$ is $2|t||\sin(k_x/2)|$, which has a kink at the origin.

The model is non-interacting and uses orthogonal orbitals. It leaves out oxygen–oxygen hopping, spin–orbit coupling and the other d orbitals. With nearest-neighbour p–d hopping alone, the other d orbitals do not couple to $d_{xy}$, $p_y$ on the x bond or $p_x$ on the y bond, so $E_\pm$ and one zero-energy band are unaffected by them. The fourth orbital, $p_x$ on the z bond, would couple to $d_{xz}$ with amplitude $2it\sin(k_z/2)$, so its flat band at zero energy is a result of leaving $d_{xz}$ out. Putting all three p orbitals at one energy is no further approximation: each is perpendicular to its bond, so cubic symmetry makes their on-site energies equal. Within those limits, the result links a tight-binding fit of $V_{pd\pi}$ and $D$ to an in-plane effective mass. The perfect flatness along $k_z$ belongs to this restricted set of hoppings, and a real material can deviate from it.

## From the Bloch sums to the second derivative

In `blochCoupling_eq`, the local fact `h` is the identity $e^{ix}-e^{-ix}=2i\sin x$. Simplification evaluates the integrals at the two opposite unit vectors, and `linear_combination` multiplies the identity by $V_{pd\pi}$. For the z bond, `fin_cases b` checks the three p orbitals in turn.

`hamiltonian_isHermitian` compares the matrix with its conjugate transpose entry by entry. `hamiltonian_eq` then inserts the sines, using the fact that the couplings are imaginary.

The determinant expansion is `det_arrow`, stated over any commutative ring so that it applies to matrices of polynomials. In `charpoly_hamiltonian`, `hsum` and `hprod` are the sum and product of $E_\pm$; the product uses the fact that the square root squares back to its nonnegative argument. The step `e2` identifies $g^2+h^2$ with $E_+E_-$, and the last `linear_combination` matches the two polynomials.

`zero_energy_iff` first writes out the rows of $Hv$. The step `h3` is the weighted sum of rows that gives $Dv_0^2=0$. Cancelling the nonzero factor $2iV_{pd\pi}$ from the first row then gives the interference condition, and the converse is direct substitution.

`hasDerivAt_topBand` applies the chain rule to the square root, whose argument is positive because $D>0$, and uses the double-angle formula to produce $\sin k_x$. Because this holds at every $k_x$, `topBand_curvature` can replace the derivative function by $t^2\sin k_x/R$ and apply the quotient rule at zero. The final theorem evaluates $R=D/2$ at the zone centre, where $D>0$ fixes the sign of the root.
